# Inverse-cubic extrapolation of a model total energy falls below the basis-set limit when the Hartree–Fock error decays fast enough

The cardinal number of a basis set labels its size: 2 for double-zeta, 3 for triple-zeta, and so on. Take two basis sets, with cardinal numbers 1 and 2, and suppose that their energies are

$$E_1 = E + Ae^{-\alpha} + B, \qquad E_2 = E + Ae^{-2\alpha} + \tfrac{B}{2}.$$

Here $E$ is the basis-set limit, $A>0$ and $\alpha>0$ are the amplitude and decay rate of the Hartree–Fock error, and $B$ is the amplitude of the correlation error. To keep the arithmetic short, the correlation error in this example falls as the inverse first power of the cardinal number; the inverse cube is treated below. The combination that removes $B$ is

$$2E_2 - E_1 = E + Ae^{-2\alpha}\,(2 - e^{\alpha}).$$

It also subtracts the Hartree–Fock error of the smaller basis, which is $e^{\alpha}$ times that of the larger one. If $e^{\alpha}>2$, the result lies below $E$.

## The two-term model and its extrapolant

For a general cardinal number $X$ and power $p$, the model is

$$E_X = E + Ae^{-\alpha X} + \frac{B}{X^p}.$$

For $\alpha>0$, the condition $A>0$ expresses that the Hartree–Fock energy approaches its limit from above. The power law stands for the slow convergence of the correlation energy. Both forms are assumed to be exact, with no higher-order terms.

```lean
import Mathlib

open Real

namespace BasisSetExtrapolation

noncomputable section

/-- Energy in a basis of cardinal number `X ≠ 0`: the limit `E`, an exponential Hartree-Fock error
and the correlation error `B / X ^ p`. -/
def basisEnergy (p : ℕ) (E A α B X : ℝ) : ℝ :=
  E + A * exp (-α * X) + B / X ^ p
```

In Lean, $p$ is a natural number and $X$ is real, so results for real $X$ include the integer cardinal numbers. The extrapolant takes the energy as a function `F` and combines its values at $X$ and $X-1$:

$$E^{*}_X = \frac{X^pE_X-(X-1)^pE_{X-1}}{X^p-(X-1)^p}.$$

```lean
/-- Two-point inverse-power extrapolation of the energies `F` at `X - 1` and `X`,
for `X > 1` and `p ≥ 1`. -/
def extrapolant (p : ℕ) (F : ℝ → ℝ) (X : ℝ) : ℝ :=
  (X ^ p * F X - (X - 1) ^ p * F (X - 1)) / (X ^ p - (X - 1) ^ p)
```

For $X>1$ and $p\ge1$ we have $0<X-1<X$. Raising to the power $p$ preserves the order, so the denominator is positive.

```lean
/-- The denominator of the extrapolation formula is positive. -/
theorem denominator_pos {p : ℕ} (hp : p ≠ 0) {X : ℝ} (hX : 1 < X) :
    0 < X ^ p - (X - 1) ^ p := by
  have h : (X - 1) ^ p < X ^ p :=
    pow_lt_pow_left₀ (by linarith) (by linarith) hp
  linarith
```

## What remains after the correlation error cancels

Write $u=X^p$ and $v=(X-1)^p$. The correlation terms contribute $u(B/u)-v(B/v)=B-B=0$ to the numerator. Since $e^{-\alpha(X-1)}=e^{-\alpha X}e^{\alpha}$,

$$E^{*}_X - E = Ae^{-\alpha X}\,\frac{u-v\,e^{\alpha}}{u-v}.$$

```lean
/-- The extrapolant equals the limit `E` plus a remainder that comes from the
Hartree-Fock error alone. -/
theorem extrapolant_eq {p : ℕ} (hp : p ≠ 0) (E A α B : ℝ) {X : ℝ} (hX : 1 < X) :
    extrapolant p (basisEnergy p E A α B) X =
      E + A * exp (-α * X) * (X ^ p - (X - 1) ^ p * exp α) / (X ^ p - (X - 1) ^ p) := by
  have hD := denominator_pos hp hX
  have hu : X ^ p ≠ 0 := (pow_pos (by linarith) p).ne'
  have hv : (X - 1) ^ p ≠ 0 := (pow_pos (by linarith) p).ne'
  have hexp : exp (-α * (X - 1)) = exp (-α * X) * exp α := by
    rw [← exp_add]
    congr 1
    ring
  simp only [extrapolant, basisEnergy]
  rw [hexp]
  generalize X ^ p = u at hD hu ⊢
  generalize (X - 1) ^ p = v at hD hv ⊢
  -- each weight turns its correlation error into the same constant `B`
  have h1 : u * (B / u) = B := mul_div_cancel₀ B hu
  have h2 : v * (B / v) = B := mul_div_cancel₀ B hv
  rw [div_eq_iff hD.ne', add_mul, div_mul_cancel₀ _ hD.ne']
  linear_combination h1 - h2
```

The step `hexp` shifts the exponential, `h1` and `h2` are the two correlation terms, and `linear_combination` subtracts them.

The prefactor and the denominator are positive, so the sign is that of $u-ve^{\alpha}$:

$$E^{*}_X<E \iff e^{\alpha}>\left(\frac{X}{X-1}\right)^p.$$

```lean
/-- The extrapolant is independent of the correlation amplitude `B`, and it lies below the
limit `E` exactly when `exp α` exceeds `(X / (X - 1)) ^ p`. -/
theorem extrapolant_lt_limit_iff {p : ℕ} (hp : p ≠ 0) (E α B : ℝ) {A X : ℝ}
    (hA : 0 < A) (hX : 1 < X) :
    (∀ B' : ℝ, extrapolant p (basisEnergy p E A α B') X =
      extrapolant p (basisEnergy p E A α B) X) ∧
    (extrapolant p (basisEnergy p E A α B) X < E ↔ (X / (X - 1)) ^ p < exp α) := by
  have hD := denominator_pos hp hX
  have hY : 0 < (X - 1) ^ p := pow_pos (by linarith) p
  have hc : 0 < A * exp (-α * X) := mul_pos hA (exp_pos _)
  refine ⟨fun B' => by rw [extrapolant_eq hp E A α B' hX, extrapolant_eq hp E A α B hX], ?_⟩
  rw [extrapolant_eq hp E A α B hX, div_pow, div_lt_iff₀ hY]
  -- the sign of the remainder is the sign of `X ^ p - (X - 1) ^ p * exp α`
  constructor
  · intro h
    by_contra hn
    have hn' := not_lt.mp hn
    have := div_nonneg (mul_nonneg hc.le
      (show 0 ≤ X ^ p - (X - 1) ^ p * exp α by linarith)) hD.le
    linarith
  · intro h
    have := div_neg_of_neg_of_pos (mul_neg_of_pos_of_neg hc
      (show X ^ p - (X - 1) ^ p * exp α < 0 by linarith)) hD
    linarith
```

The first half of the statement says that replacing $B$ by any `B'` leaves the extrapolant unchanged. The second half is the criterion, valid for any real $\alpha$. Its forward direction is proved by contradiction: if $u-ve^{\alpha}\ge0$, the remainder could not be negative.

The Hartree–Fock error could also have been modelled as $Ae^{-\alpha\sqrt X}$. The same algebra would then replace $e^{\alpha}$ in the criterion by $e^{\alpha(\sqrt X-\sqrt{X-1})}$, so both sides would depend on $X$.

## Comparison with the larger basis

If only the correlation energy were extrapolated, the model would leave the error $Ae^{-\alpha X}$ of the larger basis. Extrapolating the total energy does worse when $|u-ve^{\alpha}|>u-v$. For $\alpha>0$ we have $u-ve^{\alpha}<u-v$, so only the negative branch can satisfy this:

$$ve^{\alpha}-u>u-v \iff 2u<v\,(e^{\alpha}+1).$$

```lean
/-- For `α > 0`, the error of the extrapolant exceeds the Hartree-Fock error of the larger
basis exactly when `2 X ^ p < (X - 1) ^ p (exp α + 1)`. -/
theorem hartreeFock_error_lt_iff {p : ℕ} (hp : p ≠ 0) (E B : ℝ) {A α X : ℝ}
    (hA : 0 < A) (hα : 0 < α) (hX : 1 < X) :
    A * exp (-α * X) < |extrapolant p (basisEnergy p E A α B) X - E| ↔
      2 * X ^ p < (X - 1) ^ p * (exp α + 1) := by
  have hD := denominator_pos hp hX
  have hY : 0 < (X - 1) ^ p := pow_pos (by linarith) p
  have hc : 0 < A * exp (-α * X) := mul_pos hA (exp_pos _)
  have he : 0 < exp α - 1 := by linarith [add_one_le_exp α]
  have hYe := mul_pos hY he
  rw [extrapolant_eq hp E A α B hX, add_sub_cancel_left, mul_div_assoc, abs_mul,
    abs_of_pos hc, lt_mul_iff_one_lt_right hc, abs_div, abs_of_pos hD, one_lt_div hD, lt_abs]
  constructor
  · rintro (h | h)
    · linarith
    · linarith
  · intro h
    right
    linarith
```

The lemma `lt_abs` splits the inequality for the absolute value into these branches, and `hYe` rules out the positive one.

## The cubic formula at α = 1.63

The value 1.63 is a postulated decay rate: it fixes the factor by which the Hartree–Fock error shrinks when $X$ grows by one. From $e^x\ge1+x$,

$$e^{1.63}=e\cdot e^{0.63}\ge1.63\,e>4.4,\qquad e^{1.63}=\frac{e^2}{e^{0.37}}<\frac{7.4}{1.37}<5.5.$$

```lean
/-- Numerical bounds on `exp 1.63`. -/
theorem exp_bounds : 4.4 < exp (1.63 : ℝ) ∧ exp (1.63 : ℝ) < 5.5 := by
  have h1 := exp_one_gt_d9
  have h2 := exp_one_lt_d9
  constructor
  · have h : exp (1.63 : ℝ) = exp 1 * exp 0.63 := by
      rw [← exp_add]
      congr 1
      norm_num
    have h3 := add_one_le_exp (0.63 : ℝ)
    rw [h]
    nlinarith
  · have h : exp (1.63 : ℝ) * exp 0.37 = exp 1 * exp 1 := by
      rw [← exp_add, ← exp_add]
      congr 1
      norm_num
    have h3 := add_one_le_exp (0.37 : ℝ)
    have h4 : exp (1.63 : ℝ) * 1.37 ≤ exp (1.63 : ℝ) * exp 0.37 :=
      mul_le_mul_of_nonneg_left (by linarith) (exp_pos _).le
    have h5 : exp 1 * exp 1 < (7.4 : ℝ) := by nlinarith [exp_pos (1 : ℝ)]
    linarith
```

For $X\ge3$, $X/(X-1)\le3/2$, and $(3/2)^3=3.375<4.4$. The criterion therefore holds.

```lean
/-- With `α = 1.63`, inverse-cubic extrapolation of the total energy falls below the limit
for every `X ≥ 3`. -/
theorem cubic_overshoots (E B : ℝ) {A X : ℝ} (hA : 0 < A) (hX : 3 ≤ X) :
    extrapolant 3 (basisEnergy 3 E A 1.63 B) X < E := by
  have hY : 0 < X - 1 := by linarith
  refine (extrapolant_lt_limit_iff (by norm_num) E 1.63 B hA (by linarith)).2.mpr ?_
  have hr : X / (X - 1) ≤ 3 / 2 := by
    rw [div_le_iff₀ hY]
    linarith
  have hr3 : (X / (X - 1)) ^ 3 ≤ (3 / 2 : ℝ) ^ 3 :=
    pow_le_pow_left₀ (div_nonneg (by linarith) hY.le) hr 3
  have := exp_bounds.1
  norm_num at hr3 this ⊢
  linarith
```

At $X=2$ the remainder has the sign of $8-e^{1.63}>0$, so the extrapolant lies above $E$. Among integers, the overshoot thus starts exactly at $X=3$.

```lean
/-- With `α = 1.63`, inverse-cubic extrapolation from `X = 1` and `X = 2` stays above
the limit. -/
theorem cubic_above_at_two (E B : ℝ) {A : ℝ} (hA : 0 < A) :
    E < extrapolant 3 (basisEnergy 3 E A 1.63 B) 2 := by
  rw [extrapolant_eq (by norm_num) E A 1.63 B (by norm_num)]
  have hg : (0 : ℝ) < 2 ^ 3 - (2 - 1) ^ 3 * exp 1.63 := by
    linarith [exp_bounds.2]
  have := div_pos (mul_pos (mul_pos hA (exp_pos (-(1.63 : ℝ) * 2))) hg)
    (show (0 : ℝ) < 2 ^ 3 - (2 - 1) ^ 3 by norm_num)
  linarith
```

For $X\ge4$, $X\le\tfrac43(X-1)$, hence

$$2X^3\le\tfrac{128}{27}(X-1)^3<5.4\,(X-1)^3<(X-1)^3(e^{1.63}+1).$$

Within this two-term model, extrapolating only the correlation energy and keeping the Hartree–Fock energy of the larger basis then gives a smaller error than applying the inverse-cubic formula to the total energy.

```lean
/-- With `α = 1.63`, the error of the inverse-cubic extrapolant exceeds the Hartree-Fock error
of the larger basis for every `X ≥ 4`. -/
theorem cubic_worse_from_four (E B : ℝ) {A X : ℝ} (hA : 0 < A) (hX : 4 ≤ X) :
    A * exp (-1.63 * X) < |extrapolant 3 (basisEnergy 3 E A 1.63 B) X - E| := by
  refine (hartreeFock_error_lt_iff (by norm_num) E B hA (by norm_num) (by linarith)).mpr ?_
  have hY : 0 < (X - 1) ^ 3 := pow_pos (by linarith) 3
  have h : X ^ 3 ≤ (4 / 3 * (X - 1)) ^ 3 :=
    pow_le_pow_left₀ (by linarith) (by linarith) 3
  rw [mul_pow] at h
  have he := mul_pos hY (sub_pos.mpr exp_bounds.1)
  linarith
```

At $X=3$ the comparison goes the other way: $2\cdot27=54$, while $8(e^{1.63}+1)<52$. The extrapolant lies below $E$, but its error is no larger than the Hartree–Fock error of the larger basis.

```lean
/-- With `α = 1.63`, the error of the inverse-cubic extrapolant at `X = 3` is at most the
Hartree-Fock error of the larger basis. -/
theorem cubic_not_worse_at_three (E B : ℝ) {A : ℝ} (hA : 0 < A) :
    |extrapolant 3 (basisEnergy 3 E A 1.63 B) 3 - E| ≤ A * exp (-1.63 * 3) := by
  refine not_lt.mp fun h => ?_
  have h' := (hartreeFock_error_lt_iff (by norm_num) E B hA (by norm_num) (by norm_num)).mp h
  linarith [exp_bounds.2]

end

end BasisSetExtrapolation
```

```lean
#print axioms BasisSetExtrapolation.hartreeFock_error_lt_iff
-- 'BasisSetExtrapolation.hartreeFock_error_lt_iff' depends on axioms: [propext, Classical.choice, Quot.sound]
#print axioms BasisSetExtrapolation.cubic_overshoots
-- 'BasisSetExtrapolation.cubic_overshoots' depends on axioms: [propext, Classical.choice, Quot.sound]
#print axioms BasisSetExtrapolation.cubic_worse_from_four
-- 'BasisSetExtrapolation.cubic_worse_from_four' depends on axioms: [propext, Classical.choice, Quot.sound]
#print axioms BasisSetExtrapolation.cubic_not_worse_at_three
-- 'BasisSetExtrapolation.cubic_not_worse_at_three' depends on axioms: [propext, Classical.choice, Quot.sound]
```
